# Polynomial and Chebyshev error bounds for energy-minimizing Krylov iterates

Let $A$ be a real symmetric positive definite matrix and $x_*$ the solution of $Ax=b$. Start from $x_0$, with residual $r_0=b-Ax_0$, and let $x_k$ minimize the energy $\langle x_*-y,\,A(x_*-y)\rangle$ over all $y\in x_0+K_k(A,r_0)$, where $K_k(A,r_0)$ is the span of $r_0,Ar_0,\dots,A^{k-1}r_0$. Write $e_k=x_*-x_k$. If a polynomial $p$ has degree at most $k$, $p(0)=1$ and $|p(\lambda)|\le c$ on all eigenvalues $\lambda$ of $A$, then

$$\langle e_k,Ae_k\rangle\le c^2\,\langle e_0,Ae_0\rangle .$$

The bound also holds for symmetric positive semidefinite $A$, provided that $Ax=b$ has a solution; the condition $|p(\lambda)|\le c$ is then needed only on the positive eigenvalues. This covers, for instance, the Poisson equation $-\Delta\phi=\rho$ (in suitable units) discretized on a uniform grid in a periodic cell, provided that the grid values of $\rho$ sum to zero (neutral charge), that the arithmetic is exact and that the matrix for $-\Delta$ is symmetric and positive semidefinite, with the constant potentials as its only zero modes.

## A polynomial in $A$ as a trial error

Write $p(t)=1+\sum_{i=0}^{k-1}a_{i+1}t^{i+1}$. Since $r_0=Ax_*-Ax_0=Ae_0$,

$$e_0-p(A)e_0=-\sum_{i=0}^{k-1}a_{i+1}A^{i}r_0\in K_k(A,r_0).$$

Take the trial vector $y=x_*-p(A)e_0$. Then $y-x_0=e_0-p(A)e_0$, so $y$ is admissible, and its error is $p(A)e_0$. Minimality gives

$$\langle e_k,Ae_k\rangle\le\langle p(A)e_0,\,A\,p(A)e_0\rangle .$$

Now let $v_i$ be an orthonormal eigenbasis with $Av_i=\lambda_iv_i$. The energy of any $e$ is $\sum_i\lambda_i\langle v_i,e\rangle^2$, and $\langle v_i,p(A)e\rangle=p(\lambda_i)\langle v_i,e\rangle$. Hence

$$\langle p(A)e_0,A\,p(A)e_0\rangle=\sum_i\lambda_i\,p(\lambda_i)^2\langle v_i,e_0\rangle^2\le c^2\sum_i\lambda_i\langle v_i,e_0\rangle^2 .$$

Terms with $\lambda_i=0$ vanish on both sides, so the value of $p$ there is irrelevant.

For $k=0$ the Krylov space is $\{0\}$ and $x_0$ is the only candidate; $p=1$ and $c=1$ give equality. If all positive eigenvalues equal one number $m$, then $p(t)=1-t/m$ allows $c=0$, and the energy of the error is zero after one step.

Symmetry matters. The matrix $A=\begin{pmatrix}1&-1\\1&1\end{pmatrix}$ satisfies $\langle v,Av\rangle=|v|^2$, but has no real eigenvalues. The condition on $p$ is then empty and would permit $c=0$. With $k=0$, $p=1$ and $e_0\ne0$, the bound would read $|e_0|^2\le0$, which is false.

## A Chebyshev polynomial for a spectrum in $[m,M]$

Suppose that the positive eigenvalues lie in $[m,M]$ with $0<m<M$, and put $\alpha=\sqrt m$, $\beta=\sqrt M$. The Chebyshev polynomials are given by $T_0=1$, $T_1=X$ and $T_{k+2}=2X\,T_{k+1}-T_k$. Two evaluations follow by induction. The first is $T_k(\cos\theta)=\cos k\theta$, because

$$\cos((k+2)\theta)=2\cos\theta\cos((k+1)\theta)-\cos k\theta .$$

The second is $T_k\big(\tfrac{z+w}2\big)=\tfrac{z^k+w^k}2$ for $zw=1$, because

$$(z+w)\,\frac{z^{k+1}+w^{k+1}}2-\frac{z^k+w^k}2=\frac{z^{k+2}+w^{k+2}}2+(zw-1)\frac{z^k+w^k}2 .$$

The map $s(l)=(\beta^2+\alpha^2-2l)/(\beta^2-\alpha^2)$ takes $[m,M]$ to $[-1,1]$, where $|T_k|\le1$. At the origin, with $z=(\beta+\alpha)/(\beta-\alpha)$,

$$s(0)=\frac{\beta^2+\alpha^2}{\beta^2-\alpha^2}=\frac{z+z^{-1}}2,\qquad T_k(s(0))=\frac{z^k+z^{-k}}2\ge\frac{z^k}2 .$$

So $p(l)=T_k(s(l))/T_k(s(0))$ has degree at most $k$, equals 1 at the origin, and satisfies $|p|\le2z^{-k}$ on $[m,M]$. The polynomial bound becomes

$$\langle e_k,Ae_k\rangle\le\left(2\left(\frac{\sqrt M-\sqrt m}{\sqrt M+\sqrt m}\right)^k\right)^2\langle e_0,Ae_0\rangle .$$

At $k=0$ the prefactor is 4, weaker than the trivial equality; the estimate becomes useful as $k$ grows.

## Energy, Krylov space and iterate in Lean

The vectors live in a real inner product space `E`, and $A$ is a linear map on it. Finite dimension is assumed only in the theorems that use an eigenbasis.

```lean
import Mathlib

open Polynomial

namespace ConjugateGradientBound

noncomputable section

variable {E : Type*} [NormedAddCommGroup E] [InnerProductSpace ℝ E]
```

The energy is defined without a factor $\tfrac12$. For positive definite $A$ it is the square of the A-norm, so a factor $c^2$ in the energy is a factor $|c|$ in the norm.

```lean
/-- The energy `⟨e, A e⟩` of a vector `e`. -/
def energy (A : E →ₗ[ℝ] E) (e : E) : ℝ := inner ℝ e (A e)
```

The index `j : Fin k` runs from 0 to $k-1$, as in the definition of $K_k$ above.

```lean
/-- The Krylov space spanned by `r, A r, …, A^(k-1) r`. -/
def krylov (A : E →ₗ[ℝ] E) (r : E) (k : ℕ) : Submodule ℝ E :=
  Submodule.span ℝ (Set.range fun j : Fin k => (A ^ (j : ℕ)) r)
```

The iterate is described by a property: `mem` places it in the affine Krylov space, and `min` says that no other vector there has an error of lower energy. The familiar recurrence of the conjugate gradient method, with step lengths and search directions, does not appear. The theorems apply to its output once that output is known to have this minimizing property, which rounding errors can spoil.

```lean
/-- The minimizing property used here to describe a conjugate gradient iterate: `x` lies in `x₀ +
K_k(A, b - A x₀)` and minimizes the energy of `xs - y` over all `y` in that set. -/
structure IsCGIterate (A : E →ₗ[ℝ] E) (b xs x₀ : E) (k : ℕ) (x : E) : Prop where
  mem : x - x₀ ∈ krylov A (b - A x₀) k
  min : ∀ y, y - x₀ ∈ krylov A (b - A x₀) k → energy A (xs - x) ≤ energy A (xs - y)
```

## From Krylov membership to the energy bound

The first lemma is the identity for $e_0-p(A)e_0$. In Lean, $p(A)$ is `aeval A p`. The proof expands it in powers of $A$, splits off the constant term, which is 1 by `h0`, and recognizes every remaining term as a multiple of a spanning vector.

```lean
/-- A polynomial filter of degree at most `k` with `p(0) = 1` changes a vector `e` only by an
element of the Krylov space generated by `A e`. -/
theorem sub_aeval_mem_krylov (A : E →ₗ[ℝ] E) (e : E) {k : ℕ} {p : ℝ[X]}
    (hp : p.natDegree ≤ k) (h0 : p.eval 0 = 1) :
    e - aeval A p e ∈ krylov A (A e) k := by
  have h : e - aeval A p e =
      -∑ i ∈ Finset.range k, p.coeff (i + 1) • (A ^ i) (A e) := by
    rw [aeval_eq_sum_range' (Nat.lt_succ_of_le hp), Finset.sum_range_succ',
      coeff_zero_eq_eval_zero, h0]
    simp only [pow_succ, pow_zero, one_smul, LinearMap.add_apply, LinearMap.sum_apply,
      LinearMap.smul_apply, Module.End.mul_apply, Module.End.one_apply]
    abel
  rw [h]
  refine Submodule.neg_mem _ (Submodule.sum_mem _ fun i hi => Submodule.smul_mem _ _ ?_)
  exact Submodule.subset_span ⟨⟨i, Finset.mem_range.1 hi⟩, rfl⟩
```

Next comes the action of $p(A)$ on an eigencomponent. Induction gives $\langle v,A^ne\rangle=l^n\langle v,e\rangle$, with symmetry used to move one factor of $A$ onto $v$; summing over the coefficients of $p$ gives the result.

```lean
/-- For symmetric `A`, the filter `p(A)` multiplies the component of a vector along an
eigenvector with eigenvalue `l` by `p(l)`. -/
theorem inner_aeval {A : E →ₗ[ℝ] E} (hA : A.IsSymmetric) {v : E} {l : ℝ}
    (hv : A v = l • v) (p : ℝ[X]) (e : E) :
    inner ℝ v (aeval A p e) = p.eval l * inner ℝ v e := by
  have hpow : ∀ n : ℕ, inner ℝ v ((A ^ n) e) = l ^ n * inner ℝ v e := by
    intro n
    induction n with
    | zero => simp
    | succ n ih =>
      rw [pow_succ', Module.End.mul_apply, ← hA v, hv, real_inner_smul_left, ih]
      ring
  rw [aeval_eq_sum_range, eval_eq_sum_range, LinearMap.sum_apply, inner_sum, Finset.sum_mul]
  refine Finset.sum_congr rfl fun i _ => ?_
  rw [LinearMap.smul_apply, real_inner_smul_right, hpow]
  ring
```

The energy is then written as a weighted sum over an orthonormal eigenbasis, by inserting the resolution of the identity between $e$ and $Ae$.

```lean
/-- In an orthonormal eigenbasis the energy is the sum of the squared components weighted by
the eigenvalues. -/
theorem energy_eq_sum {ι : Type*} [Fintype ι] {A : E →ₗ[ℝ] E} (hA : A.IsSymmetric)
    (v : OrthonormalBasis ι ℝ E) {lam : ι → ℝ} (hv : ∀ i, A (v i) = lam i • v i) (e : E) :
    energy A e = ∑ i, lam i * (inner ℝ (v i) e) ^ 2 := by
  unfold energy
  rw [← v.sum_inner_mul_inner e (A e)]
  refine Finset.sum_congr rfl fun i _ => ?_
  rw [← hA (v i) e, hv, real_inner_smul_left, real_inner_comm (v i) e]
  ring
```

The comparison is made term by term. Positive semidefinite means here that $A$ is symmetric, by `hA`, and that no vector has negative energy, by `hpos`; the latter, applied to $v_i$, gives $\lambda_i\ge0$. The proof then separates $\lambda_i=0$, where both sides vanish, from $\lambda_i>0$, where $|p(\lambda_i)|\le c$ is squared and multiplied by the nonnegative weight.

```lean
/-- If `|p| ≤ c` on the positive eigenvalues of a positive semidefinite `A`, the filter `p(A)`
multiplies the energy of any vector by at most `c²`. -/
theorem energy_aeval_le [FiniteDimensional ℝ E] {A : E →ₗ[ℝ] E} (hA : A.IsSymmetric)
    (hpos : ∀ v, 0 ≤ energy A v) {p : ℝ[X]} {c : ℝ}
    (hc : ∀ l, 0 < l → Module.End.HasEigenvalue A l → |p.eval l| ≤ c) (e : E) :
    energy A (aeval A p e) ≤ c ^ 2 * energy A e := by
  let v := hA.eigenvectorBasis rfl
  let lam := hA.eigenvalues rfl
  have hv : ∀ i, A (v i) = lam i • v i := fun i => hA.apply_eigenvectorBasis rfl i
  rw [energy_eq_sum hA v hv, energy_eq_sum hA v hv, Finset.mul_sum]
  refine Finset.sum_le_sum fun i _ => ?_
  rw [inner_aeval hA (hv i)]
  have hl : 0 ≤ lam i := by
    have h := hpos (v i)
    unfold energy at h
    rw [hv, real_inner_smul_right, real_inner_self_eq_norm_sq, v.orthonormal.1 i] at h
    linarith
  -- a zero mode carries no energy; on the other modes the bound on `p` applies
  rcases hl.eq_or_lt with h | h
  · rw [← h]
    simp
  · have hb := abs_le.1 (hc (lam i) h (Module.End.hasEigenvalue_of_hasEigenvector
      ⟨Module.End.mem_eigenspace_iff.2 (hv i), v.orthonormal.ne_zero i⟩))
    have hsq : (p.eval (lam i)) ^ 2 ≤ c ^ 2 := sq_le_sq' hb.1 hb.2
    have := mul_le_mul_of_nonneg_right hsq (mul_nonneg hl (sq_nonneg (inner ℝ (v i) e)))
    linarith
```

In the main theorem, `xs` is $x_*$, `x₀` is the starting vector and `x` is $x_k$. The hypothesis `hs` says that `xs` solves the system, and `hx` that `x` is a minimizer, whose existence is assumed. The hypothesis `hc` bounds $p$ on positive eigenvalues only; for definite $A$ these are all the eigenvalues. The proof inserts the trial vector $x_*-p(A)e_0$ into `hx.min`, checks its membership with $Ae_0=b-Ax_0$, and chains the two inequalities.

```lean
/-- Polynomial error bound for conjugate gradients: if `p` has degree at most `k`, `p(0) = 1`
and `|p| ≤ c` on the positive eigenvalues of the positive semidefinite `A`, then
`⟨e_k, A e_k⟩ ≤ c² ⟨e_0, A e_0⟩`. -/
theorem cg_polynomial_bound [FiniteDimensional ℝ E] {A : E →ₗ[ℝ] E} (hA : A.IsSymmetric)
    (hpos : ∀ v, 0 ≤ energy A v) {b xs x₀ x : E} {k : ℕ} (hs : A xs = b)
    (hx : IsCGIterate A b xs x₀ k x) {p : ℝ[X]} {c : ℝ}
    (hp : p.natDegree ≤ k) (h0 : p.eval 0 = 1)
    (hc : ∀ l, 0 < l → Module.End.HasEigenvalue A l → |p.eval l| ≤ c) :
    energy A (xs - x) ≤ c ^ 2 * energy A (xs - x₀) := by
  -- the trial vector whose error is `p(A) e₀`
  have h := hx.min (xs - aeval A p (xs - x₀)) (by
    have hm := sub_aeval_mem_krylov A (xs - x₀) hp h0
    rw [map_sub A, hs] at hm
    rwa [sub_right_comm])
  rw [sub_sub_cancel] at h
  exact h.trans (energy_aeval_le hA hpos hc _)
```

## The Chebyshev rate in Lean

The polynomials are defined by their recurrence, and the degree bound follows it.

```lean
/-- The Chebyshev polynomials of the first kind, by their three-term recurrence. -/
def cheb : ℕ → ℝ[X]
  | 0 => 1
  | 1 => X
  | k + 2 => C 2 * X * cheb (k + 1) - cheb k

/-- The `k`-th Chebyshev polynomial has degree at most `k`. -/
theorem cheb_natDegree : ∀ k, (cheb k).natDegree ≤ k
  | 0 => by simp [cheb]
  | 1 => by simp [cheb]
  | k + 2 => by
    have h1 := cheb_natDegree (k + 1)
    have h0 := cheb_natDegree k
    have h2 : (C 2 * X : ℝ[X]).natDegree ≤ 1 := (natDegree_C_mul_X (2 : ℝ) two_ne_zero).le
    rw [cheb]
    refine (natDegree_sub_le _ _).trans (max_le (natDegree_mul_le.trans ?_) ?_) <;> omega
```

The two evaluations are proved by the same two-step induction as by hand. For the cosine, the angles $(k+2)t$ and $kt$ are written as $(k+1)t\pm t$ and expanded by the addition formulas.

```lean
/-- On the cosine of an angle, the `k`-th Chebyshev polynomial gives the cosine of `k` times
the angle. -/
theorem cheb_cos (t : ℝ) : ∀ k : ℕ, (cheb k).eval (Real.cos t) = Real.cos (k * t)
  | 0 => by simp [cheb]
  | 1 => by simp [cheb]
  | k + 2 => by
    have e1 : ((k + 2 : ℕ) : ℝ) * t = ((k + 1 : ℕ) : ℝ) * t + t := by push_cast; ring
    have e0 : (k : ℝ) * t = ((k + 1 : ℕ) : ℝ) * t - t := by push_cast; ring
    rw [cheb, eval_sub, eval_mul, eval_mul, eval_C, eval_X, cheb_cos t (k + 1), cheb_cos t k,
      e1, e0, Real.cos_add, Real.cos_sub]
    ring
```

For the mean of powers, the remainder $(zw-1)(z^k+w^k)/2$ is removed by the hypothesis $zw=1$, which is what `linear_combination` records.

```lean
/-- For `z w = 1`, the `k`-th Chebyshev polynomial maps the mean of `z` and `w` to the mean of
`z^k` and `w^k`. -/
theorem cheb_mean {z w : ℝ} (h : z * w = 1) :
    ∀ k : ℕ, (cheb k).eval ((z + w) / 2) = (z ^ k + w ^ k) / 2
  | 0 => by simp [cheb]
  | 1 => by simp [cheb]
  | k + 2 => by
    rw [cheb, eval_sub, eval_mul, eval_mul, eval_C, eval_X, cheb_mean h (k + 1), cheb_mean h k]
    linear_combination ((z ^ k + w ^ k) / 2) * h
```

The next lemma constructs the filter. Its real numbers `a` and `b` are $\alpha$ and $\beta$, so `b` is not the right-hand side of the linear system here. `T` is $T_k(s(0))$, and `hlow` is the estimate $1\le2z^{-k}T_k(s(0))$. The three goals after `refine` are the degree, the value at the origin and the bound on the interval. For the last, $s(l)\in[-1,1]$ is written as the cosine of its arccosine, so that `cheb_cos` applies.

```lean
/-- For `0 < a < b` some polynomial of degree at most `k` with value 1 at the origin is bounded
by `2 ((b - a)/(b + a))^k` on the interval `[a², b²]`. -/
theorem exists_filter {a b : ℝ} (ha : 0 < a) (hab : a < b) (k : ℕ) :
    ∃ p : ℝ[X], p.natDegree ≤ k ∧ p.eval 0 = 1 ∧
      ∀ l, a ^ 2 ≤ l → l ≤ b ^ 2 → |p.eval l| ≤ 2 * ((b - a) / (b + a)) ^ k := by
  have hd : 0 < b - a := by linarith
  have hs : 0 < b + a := by linarith
  have hD : 0 < b ^ 2 - a ^ 2 := by nlinarith
  have hd' := hd.ne'
  have hs' := hs.ne'
  have hz : (b + a) / (b - a) * ((b - a) / (b + a)) = 1 := by field_simp
  have hmean : (b ^ 2 + a ^ 2) / (b ^ 2 - a ^ 2) =
      ((b + a) / (b - a) + (b - a) / (b + a)) / 2 := by
    rw [show b ^ 2 - a ^ 2 = (b - a) * (b + a) by ring]
    field_simp
    ring
  have hT := cheb_mean hz k
  rw [← hmean] at hT
  have hzk : ((b + a) / (b - a)) ^ k * ((b - a) / (b + a)) ^ k = 1 := by
    rw [← mul_pow, hz, one_pow]
  have hq : 0 < ((b - a) / (b + a)) ^ k := by positivity
  have hZ : 0 < ((b + a) / (b - a)) ^ k := by positivity
  set T := (cheb k).eval ((b ^ 2 + a ^ 2) / (b ^ 2 - a ^ 2)) with hTdef
  have hTpos : 0 < T := by rw [hT]; linarith
  have hlow : 1 ≤ 2 * ((b - a) / (b + a)) ^ k * T := by rw [hT]; nlinarith
  -- map `[a², b²]` to `[-1, 1]` and normalize at the origin
  refine ⟨C T⁻¹ * (cheb k).comp (C (-2 / (b ^ 2 - a ^ 2)) * X +
    C ((b ^ 2 + a ^ 2) / (b ^ 2 - a ^ 2))), ?_, ?_, ?_⟩
  · refine (natDegree_C_mul_le _ _).trans (natDegree_comp_le.trans ?_)
    exact (Nat.mul_le_mul (cheb_natDegree k) natDegree_linear_le).trans (by omega)
  · simp only [eval_mul, eval_C, eval_comp, eval_add, eval_X, mul_zero, zero_add]
    exact inv_mul_cancel₀ hTpos.ne'
  · intro l h1 h2
    simp only [eval_mul, eval_C, eval_comp, eval_add, eval_X]
    rw [show -2 / (b ^ 2 - a ^ 2) * l + (b ^ 2 + a ^ 2) / (b ^ 2 - a ^ 2) =
      (b ^ 2 + a ^ 2 - 2 * l) / (b ^ 2 - a ^ 2) by ring]
    have hl : -1 ≤ (b ^ 2 + a ^ 2 - 2 * l) / (b ^ 2 - a ^ 2) := by
      rw [le_div_iff₀ hD]; linarith
    have hu : (b ^ 2 + a ^ 2 - 2 * l) / (b ^ 2 - a ^ 2) ≤ 1 := by
      rw [div_le_iff₀ hD]; linarith
    rw [← Real.cos_arccos hl hu, cheb_cos, abs_mul, abs_of_pos (inv_pos.2 hTpos)]
    refine (mul_le_mul_of_nonneg_left ((Real.abs_cos_le_one _).trans hlow)
      (inv_pos.2 hTpos).le).trans (le_of_eq ?_)
    rw [mul_comm, mul_assoc, mul_inv_cancel₀ hTpos.ne', mul_one]
```

The final theorem sets $a=\sqrt m$ and $b=\sqrt M$ and passes the resulting polynomial to `cg_polynomial_bound`. The hypothesis `hspec` places every positive eigenvalue in $[m,M]$ and leaves a zero eigenvalue free. The numbers $m$ and $M$ need only enclose the positive spectrum, so estimates of its edges suffice if they err outwards and the lower one is still positive.

```lean
/-- Chebyshev convergence rate: if the positive eigenvalues of the symmetric positive semidefinite
`A` lie in `[m, M]` with `0 < m < M`, and `A x = b` has a solution, then after `k` steps the energy
of the error is at most `(2 ((√M - √m)/(√M + √m))^k)²` times its initial value. -/
theorem cg_chebyshev_rate [FiniteDimensional ℝ E] {A : E →ₗ[ℝ] E} (hA : A.IsSymmetric)
    (hpos : ∀ v, 0 ≤ energy A v) {b xs x₀ x : E} {k : ℕ} (hs : A xs = b)
    (hx : IsCGIterate A b xs x₀ k x) {m M : ℝ} (hm : 0 < m) (hmM : m < M)
    (hspec : ∀ l, 0 < l → Module.End.HasEigenvalue A l → m ≤ l ∧ l ≤ M) :
    energy A (xs - x) ≤
      (2 * ((√M - √m) / (√M + √m)) ^ k) ^ 2 * energy A (xs - x₀) := by
  obtain ⟨p, hp, h0, hb⟩ :=
    exists_filter (Real.sqrt_pos.2 hm) (Real.sqrt_lt_sqrt hm.le hmM) k
  rw [Real.sq_sqrt hm.le, Real.sq_sqrt (hm.trans hmM).le] at hb
  exact cg_polynomial_bound hA hpos hs hx hp h0 fun l hl he =>
    hb l (hspec l hl he).1 (hspec l hl he).2

end

end ConjugateGradientBound
```

```lean
#print axioms ConjugateGradientBound.cg_polynomial_bound
#print axioms ConjugateGradientBound.cg_chebyshev_rate
```

```
'ConjugateGradientBound.cg_polynomial_bound' depends on axioms: [propext, Classical.choice, Quot.sound]
'ConjugateGradientBound.cg_chebyshev_rate' depends on axioms: [propext, Classical.choice, Quot.sound]
```
